# Threshold stiffness for bond alternation in a half-filled tight-binding ring of 2N sites, N odd

The ring is allowed a single distortion: its hoppings alternate between $t(1+d)$ and $t(1-d)$, with one real number $d$, the dimerization, for the whole lattice. The electrons do not interact, the nuclei are static, and the lattice resists with an elastic energy $KNd^2$, that is $\tfrac12Kd^2$ for each of the $2N$ bonds. The constant $K$ is postulated. It stands for the stiffness of everything except the mobile electrons, such as the σ-bonds of a conjugated ring.

For $t>0$ and odd $N$ there is a critical stiffness $K_c$. If $K\ge K_c$, the uniform ring $d=0$ is a global energy minimum; if $K<K_c$, it is not even a local one. This describes when bond alternation sets in for conjugated rings of $2N$ atoms with $N$ odd, at the level of a non-interacting, one-parameter, finite model. Peierls's argument for the infinite chain finds an instability at any stiffness, whereas here the size is fixed and no limit is taken.

## The ring and its energy

```lean
import Mathlib

open Topology
open scoped Real ComplexConjugate

namespace PeierlsThreshold

noncomputable section
```

This loads the library Mathlib and makes some notation available: `π`, `conj` for complex conjugation, and `𝓝` for neighbourhoods of a point.

```lean
/-- The momentum `π m / N` of a ring with `N` two-site cells (half the phase per cell). -/
def momentum (N m : ℕ) : ℝ := π * m / N
```

A `def` introduces a function. This one takes natural numbers $N$ and $m$ and returns $k_m=\pi m/N$. The Bloch phase from one two-site cell to the next is $2k_m$, so $m=0,\dots,N-1$ covers the Brillouin zone once.

```lean
/-- The dimensionless band function `sqrt (cos² k + d² sin² k)` at dimerization `d`. -/
def dispersion (d k : ℝ) : ℝ :=
  Real.sqrt (Real.cos k ^ 2 + d ^ 2 * Real.sin k ^ 2)
```

This is $\varepsilon_d(k)=\sqrt{\cos^2k+d^2\sin^2k}$, a band energy in units of $2t$.

```lean
/-- The Bloch sum `t (1 + d) + t (1 - d) exp (2 i k)` of the two alternating hoppings,
given by its real and imaginary parts. -/
def blochHopping (t d k : ℝ) : ℂ :=
  ⟨t * (1 + d) + t * (1 - d) * Real.cos (2 * k), t * (1 - d) * Real.sin (2 * k)⟩
```

The angle brackets hold the real and imaginary parts of $h(k)=t(1+d)+t(1-d)e^{2ik}$, the hopping within a cell plus the hopping to its neighbour.

```lean
/-- The Bloch Hamiltonian of the dimerized chain in the basis of the two sites of a cell. -/
def blochHamiltonian (t d k : ℝ) : Matrix (Fin 2) (Fin 2) ℂ :=
  !![0, blochHopping t d k; conj (blochHopping t d k), 0]
```

The Bloch Hamiltonian is
$$H(k)=\begin{pmatrix}0&h(k)\\ \overline{h(k)}&0\end{pmatrix}.$$
The zero diagonal means that both sites of a cell have energy zero and that no hopping joins sites of the same sublattice. The off-diagonal entry $h(k)$ contains only the two nearest-neighbour hoppings.

```lean
/-- Energy of the ring of `2 N` sites, for `t ≥ 0`: the lower band holds two electrons per momentum,
and the lattice contributes the elastic energy `K N d²`. -/
def ringEnergy (t K : ℝ) (N : ℕ) (d : ℝ) : ℝ :=
  -4 * t * ∑ m ∈ Finset.range N, dispersion d (momentum N m) + K * N * d ^ 2
```

Write $\mathcal E(d)$ for `ringEnergy t K N d`. Then
$$\mathcal E(d)=-4t\sum_{m=0}^{N-1}\varepsilon_d(k_m)+KNd^2,$$
since `Finset.range N` is the set $0,\dots,N-1$. Two electrons at energy $-2t\varepsilon_d$ give the factor $-4t$. Half filling is built into this definition, not derived from a many-electron problem. The variable $d$ runs over all reals, although for $|d|>1$ one hopping changes sign and the linear model loses its physical meaning.

```lean
/-- The critical stiffness `Kc = (2 t / N) ∑ sin² k / |cos k|`. -/
def criticalStiffness (t : ℝ) (N : ℕ) : ℝ :=
  2 * t / N * ∑ m ∈ Finset.range N,
    Real.sin (momentum N m) ^ 2 / |Real.cos (momentum N m)|
```

This is $K_c=\frac{2t}{N}\sum_m\sin^2k_m/|\cos k_m|$.

```lean
/-- The electronic softening of the lattice at finite dimerization `d`. -/
def softening (t : ℝ) (N : ℕ) (d : ℝ) : ℝ :=
  4 * t / N * ∑ m ∈ Finset.range N, Real.sin (momentum N m) ^ 2 /
    (dispersion d (momentum N m) + |Real.cos (momentum N m)|)
```

The softening is
$$S(d)=\frac{4t}{N}\sum_{m=0}^{N-1}\frac{\sin^2k_m}{\varepsilon_d(k_m)+|\cos k_m|}.$$
It is the amount by which the electrons reduce the stiffness at finite $d$, as the energy identity below makes precise.

## Bands and allowed momenta

```lean
/-- The characteristic determinant of the Bloch Hamiltonian is `E² - (2 t ε)²`, with `ε`
the dimensionless band function. -/
theorem bloch_characteristic (t d k E : ℝ) :
    ((E : ℂ) • (1 : Matrix (Fin 2) (Fin 2) ℂ) - blochHamiltonian t d k).det =
      ((E ^ 2 - (2 * t * dispersion d k) ^ 2 : ℝ) : ℂ) := by
  have h : Complex.normSq (blochHopping t d k) = (2 * t * dispersion d k) ^ 2 := by
    unfold dispersion
    rw [mul_pow, Real.sq_sqrt (by positivity), Complex.normSq_apply]
    simp only [blochHopping]
    rw [Real.cos_two_mul, Real.sin_two_mul]
    linear_combination (4 * t ^ 2 * ((1 - d) ^ 2 * Real.cos k ^ 2 - d ^ 2)) *
      Real.sin_sq_add_cos_sq k
  have hdet : ((E : ℂ) • (1 : Matrix (Fin 2) (Fin 2) ℂ) - blochHamiltonian t d k).det =
      (E : ℂ) * E - blochHopping t d k * conj (blochHopping t d k) := by
    simp [Matrix.det_fin_two, blochHamiltonian]
  rw [hdet, Complex.mul_conj, h]
  push_cast
  ring
```

A `theorem` states a proposition, and its proof follows `:=`. This one says $\det(E-H(k))=E^2-(2t\varepsilon_d(k))^2$ for real $E$, so the bands are $\pm2t\varepsilon_d(k)$. By hand, the determinant is $E^2-|h|^2$, and
$$|h|^2=t^2\left[(1+d)^2+(1-d)^2+2(1-d^2)\cos2k\right]=4t^2(\cos^2k+d^2\sin^2k).$$
In the proof, `h` is this computation and `hdet` is the expansion of the determinant. The tactic `linear_combination` checks that the identity follows from a stated multiple of $\sin^2k+\cos^2k=1$.

```lean
/-- For an odd number of cells no allowed momentum satisfies `cos k = 0`. -/
theorem cos_momentum_ne_zero {N : ℕ} (hN : Odd N) (m : ℕ) :
    Real.cos (momentum N m) ≠ 0 := by
  intro h
  obtain ⟨k, hk⟩ := Real.cos_eq_zero_iff.1 h
  have hN0 : (N : ℝ) ≠ 0 := by exact_mod_cast hN.pos.ne'
  have h1 : π * m = (2 * (k : ℝ) + 1) * π / 2 * N := (div_eq_iff hN0).1 hk
  have h2 : 2 * (m : ℝ) = (2 * (k : ℝ) + 1) * N := by
    apply mul_left_cancel₀ Real.pi_ne_zero
    linear_combination 2 * h1
  have h3 : 2 * (m : ℤ) = (2 * k + 1) * (N : ℤ) := by exact_mod_cast h2
  -- an even number would equal a product of two odd numbers
  obtain ⟨j, rfl⟩ := hN
  push_cast at h3
  have h4 : 2 * ((m : ℤ) - (2 * (k * j) + k + j)) = 1 := by linear_combination h3
  omega
```

The hypothesis `hN : Odd N` says that $N$ is odd. If $\cos k_m=0$, then $\pi m/N=(2\ell+1)\pi/2$ for some integer $\ell$ (called `k` in this proof), hence $2m=(2\ell+1)N$. The left side is even and the right side is odd, a contradiction, which `omega` finds by integer arithmetic. Every division in $K_c$ is therefore genuine. For even $N$ the term $m=N/2$ would divide by zero, which Lean evaluates as 0, and the formula would lose its meaning.

```lean
lemma dispersion_zero (k : ℝ) : dispersion 0 k = |Real.cos k| := by
  simp [dispersion, Real.sqrt_sq_eq_abs]
```

At $d=0$ the band function is $\sqrt{\cos^2k}=|\cos k|$.

```lean
lemma abs_cos_le_dispersion (d k : ℝ) : |Real.cos k| ≤ dispersion d k :=
  Real.abs_le_sqrt (le_add_of_nonneg_right (by positivity))
```

Since $d^2\sin^2k\ge0$, dimerization can only raise it: $|\cos k|\le\varepsilon_d(k)$.

```lean
lemma softening_zero (t : ℝ) (N : ℕ) : softening t N 0 = criticalStiffness t N := by
  unfold softening criticalStiffness
  rw [Finset.mul_sum, Finset.mul_sum]
  refine Finset.sum_congr rfl fun m _ => ?_
  rw [dispersion_zero]
  ring
```

At $d=0$ each denominator in $S$ is $2|\cos k_m|$, so $S(0)=K_c$.

## The exact energy difference

```lean
/-- The energy cost of a dimerization `d` is exactly `N d²` times the stiffness reduced by
the electronic softening. -/
theorem ringEnergy_sub (t K : ℝ) {N : ℕ} (hN : Odd N) (d : ℝ) :
    ringEnergy t K N d - ringEnergy t K N 0 = N * d ^ 2 * (K - softening t N d) := by
  have hN0 : (N : ℝ) ≠ 0 := by exact_mod_cast hN.pos.ne'
  have hsum : ∑ m ∈ Finset.range N, dispersion d (momentum N m) =
      ∑ m ∈ Finset.range N, dispersion 0 (momentum N m) +
      d ^ 2 * ∑ m ∈ Finset.range N, Real.sin (momentum N m) ^ 2 /
        (dispersion d (momentum N m) + |Real.cos (momentum N m)|) := by
    rw [Finset.mul_sum, ← Finset.sum_add_distrib]
    refine Finset.sum_congr rfl fun m _ => ?_
    rw [dispersion_zero]
    have hc := abs_pos.2 (cos_momentum_ne_zero hN m)
    have hle := abs_cos_le_dispersion d (momentum N m)
    have hpos : 0 < dispersion d (momentum N m) + |Real.cos (momentum N m)| := by linarith
    have hsq : dispersion d (momentum N m) ^ 2 =
        Real.cos (momentum N m) ^ 2 + d ^ 2 * Real.sin (momentum N m) ^ 2 :=
      Real.sq_sqrt (by positivity)
    -- rationalise the difference of the two square roots
    have key : dispersion d (momentum N m) - |Real.cos (momentum N m)| =
        d ^ 2 * (Real.sin (momentum N m) ^ 2 /
          (dispersion d (momentum N m) + |Real.cos (momentum N m)|)) := by
      rw [← mul_div_assoc, eq_div_iff hpos.ne']
      linear_combination hsq - sq_abs (Real.cos (momentum N m))
    linarith
  unfold ringEnergy softening
  rw [hsum]
  field_simp
  ring
```

The statement is
$$\mathcal E(d)-\mathcal E(0)=Nd^2\,\bigl(K-S(d)\bigr),$$
with no expansion in small $d$. Rationalising the difference of square roots gives
$$\varepsilon_d-|\cos k|=\frac{\varepsilon_d^2-\cos^2k}{\varepsilon_d+|\cos k|}=\frac{d^2\sin^2k}{\varepsilon_d+|\cos k|}.$$
This is `key` in the proof, and the previous results make the denominator positive. Summing over $m$ gives `hsum`. Multiplying by $-4t$ and adding $KNd^2$ gives the identity, which `field_simp` and `ring` finish.

```lean
/-- The electronic softening at any dimerization is at most the critical stiffness. -/
theorem softening_le {t : ℝ} (ht : 0 < t) {N : ℕ} (hN : Odd N) (d : ℝ) :
    softening t N d ≤ criticalStiffness t N := by
  rw [← softening_zero]
  unfold softening
  refine mul_le_mul_of_nonneg_left (Finset.sum_le_sum fun m _ => ?_) (by positivity)
  rw [dispersion_zero]
  have hc := abs_pos.2 (cos_momentum_ne_zero hN m)
  have hle := abs_cos_le_dispersion d (momentum N m)
  exact div_le_div_of_nonneg_left (sq_nonneg _) (by linarith) (by linarith)
```

For $t>0$ and odd $N$, $S(d)\le K_c$ for every real $d$. Going from $0$ to $d$ makes no denominator smaller and leaves the non-negative numerators alone, so each term shrinks or stays equal. The proof compares the sums term by term.

## Stability and its loss

```lean
/-- Below the critical stiffness every sufficiently small nonzero dimerization lowers the
energy of the uniform ring. -/
theorem small_dimerization_lowers_energy {t K : ℝ} {N : ℕ} (hN : Odd N)
    (hK : K < criticalStiffness t N) :
    ∀ᶠ d in 𝓝[≠] (0 : ℝ), ringEnergy t K N d < ringEnergy t K N 0 := by
  have hcont : Continuous (softening t N) := by
    unfold softening
    refine continuous_const.mul (continuous_finsetSum _ fun m _ => ?_)
    refine continuous_const.div (by unfold dispersion; fun_prop) fun d => ?_
    have hc := abs_pos.2 (cos_momentum_ne_zero hN m)
    have hle := abs_cos_le_dispersion d (momentum N m)
    exact ne_of_gt (by linarith)
  have hev : ∀ᶠ d in 𝓝 (0 : ℝ), K < softening t N d :=
    hcont.continuousAt.eventually (lt_mem_nhds (by rw [softening_zero]; exact hK))
  filter_upwards [hev.filter_mono nhdsWithin_le_nhds, self_mem_nhdsWithin] with d hd hd0
  have hd1 : d ≠ 0 := hd0
  have hNpos : (0 : ℝ) < N := by exact_mod_cast hN.pos
  have hpos : 0 < (N : ℝ) * d ^ 2 := by positivity
  have hid := ringEnergy_sub t K hN d
  have hneg := mul_neg_of_pos_of_neg hpos (sub_neg.2 hd)
  linarith
```

The expression `∀ᶠ d in 𝓝[≠] (0 : ℝ)` reads "for all nonzero $d$ close enough to 0". The claim is that for $K<K_c$ all such $d$ satisfy $\mathcal E(d)<\mathcal E(0)$.

The denominators of $S$ never vanish, so $S$ is continuous (`hcont`). Since $S(0)=K_c>K$, also $S(d)>K$ near 0 (`hev`). For $d\ne0$ the right side of the energy identity is then a positive number times a negative one.

```lean
/-- For `t > 0` and an odd number `N` of cells, the uniform ring is a global energy minimum for `K ≥
Kc` and is not a local minimum for `K < Kc`. -/
theorem peierls_threshold {t : ℝ} (ht : 0 < t) {N : ℕ} (hN : Odd N) (K : ℝ) :
    (criticalStiffness t N ≤ K → ∀ d, ringEnergy t K N 0 ≤ ringEnergy t K N d) ∧
    (K < criticalStiffness t N → ¬ IsLocalMin (ringEnergy t K N) 0) := by
  constructor
  · intro hK d
    have hid := ringEnergy_sub t K hN d
    have hs := softening_le ht hN d
    have hnn : 0 ≤ (N : ℝ) * d ^ 2 * (K - softening t N d) :=
      mul_nonneg (by positivity) (by linarith)
    linarith
  · intro hK hmin
    have hmin' : ∀ᶠ d in 𝓝 (0 : ℝ), ringEnergy t K N 0 ≤ ringEnergy t K N d := hmin
    obtain ⟨d, h1, h2⟩ := ((hmin'.filter_mono nhdsWithin_le_nhds).and
      (small_dimerization_lowers_energy hN hK)).exists
    exact absurd h2 (not_lt_of_ge h1)
```

The two implications joined by `∧` are the threshold result.

- If $K\ge K_c$, then $K-S(d)\ge K-K_c\ge0$, so the energy identity gives $\mathcal E(d)\ge\mathcal E(0)$ for every real $d$. The case $K=K_c$ is included.
- If $K<K_c$, suppose 0 were a local minimum. Then $\mathcal E(0)\le\mathcal E(d)$ near 0, while the preceding theorem gives the strict opposite for small nonzero $d$. Some $d$ satisfies both, which is absurd.

```lean
/-- For `0 < K < Kc` the energy has a global minimum at two opposite nonzero
dimerizations, and it lies below the energy of the uniform ring. -/
theorem dimerized_ground_states {t K : ℝ} (ht : 0 < t) (hK : 0 < K) {N : ℕ} (hN : Odd N)
    (hKc : K < criticalStiffness t N) :
    ∃ d₀ > 0, ringEnergy t K N d₀ < ringEnergy t K N 0 ∧
      ∀ d, ringEnergy t K N d₀ ≤ ringEnergy t K N d ∧
        ringEnergy t K N (-d₀) ≤ ringEnergy t K N d := by
  have hcont : Continuous (ringEnergy t K N) := by
    unfold ringEnergy dispersion
    fun_prop
  have hR : 0 < 8 * t / K := by positivity
  -- far from the uniform ring the elastic energy wins
  have hfar : ∀ d, 1 + 8 * t / K ≤ |d| → ringEnergy t K N 0 ≤ ringEnergy t K N d := by
    intro d hd
    have h1 : 8 * t ≤ |d| * K := (div_le_iff₀ hK).1 (by linarith)
    have h2 : 1 ≤ |d| := by linarith
    have h3 : 4 * t * (1 + |d|) ≤ K * d ^ 2 := by
      nlinarith [mul_le_mul_of_nonneg_right h1 (abs_nonneg d),
        mul_le_mul_of_nonneg_left h2 ht.le, sq_abs d]
    have hsum : ∑ m ∈ Finset.range N, dispersion d (momentum N m) ≤ N * (1 + |d|) := by
      calc _ ≤ ∑ _m ∈ Finset.range N, (1 + |d|) := by
            refine Finset.sum_le_sum fun m _ => Real.sqrt_le_iff.2 ⟨by positivity, ?_⟩
            nlinarith [Real.cos_sq_le_one (momentum N m), sq_abs d, abs_nonneg d,
              mul_le_mul_of_nonneg_left (Real.sin_sq_le_one (momentum N m)) (sq_nonneg d)]
        _ = N * (1 + |d|) := by rw [Finset.sum_const, Finset.card_range, nsmul_eq_mul]
    have h0 : 0 ≤ ∑ m ∈ Finset.range N, dispersion 0 (momentum N m) :=
      Finset.sum_nonneg fun m _ => Real.sqrt_nonneg _
    have h4 := mul_le_mul_of_nonneg_left hsum (by positivity : 0 ≤ 4 * t)
    have h5 := mul_le_mul_of_nonneg_left h3 (Nat.cast_nonneg N : (0 : ℝ) ≤ N)
    have h6 := mul_nonneg (by positivity : 0 ≤ 4 * t) h0
    unfold ringEnergy
    linarith
  obtain ⟨x, -, hx⟩ := isCompact_Icc.exists_isMinOn
    (⟨0, by constructor <;> linarith⟩ :
      (Set.Icc (-(1 + 8 * t / K)) (1 + 8 * t / K)).Nonempty) hcont.continuousOn
  have hx0 : ringEnergy t K N x ≤ ringEnergy t K N 0 :=
    isMinOn_iff.1 hx 0 (by constructor <;> linarith)
  have hglob : ∀ d, ringEnergy t K N x ≤ ringEnergy t K N d := by
    intro d
    rcases le_total |d| (1 + 8 * t / K) with h | h
    · exact isMinOn_iff.1 hx d (abs_le.1 h)
    · exact hx0.trans (hfar d h)
  obtain ⟨e, he⟩ := (small_dimerization_lowers_energy hN hKc).exists
  have hlt : ringEnergy t K N x < ringEnergy t K N 0 := (hglob e).trans_lt he
  have hne : x ≠ 0 := by
    rintro rfl
    exact lt_irrefl _ hlt
  -- the energy depends on the dimerization only through its square
  have habs : ringEnergy t K N |x| = ringEnergy t K N x := by
    simp only [ringEnergy, dispersion, sq_abs]
  have hneg : ringEnergy t K N (-|x|) = ringEnergy t K N x := by
    simp only [ringEnergy, dispersion, neg_sq, sq_abs]
  refine ⟨|x|, abs_pos.2 hne, by rw [habs]; exact hlt, fun d => ?_⟩
  rw [habs, hneg]
  exact ⟨hglob d, hglob d⟩
```

For $0<K<K_c$ there is a $d_0>0$ such that $\pm d_0$ are both global minima, with energy below $\mathcal E(0)$. The theorem does not say that they are the only ones. Nor does it keep $d_0$ below 1: for a soft lattice the minimum can lie outside the physical range of the model, as happens for six sites when $K<t$. For $N=1$ we have $K_c=0$, and no $K$ qualifies.

By hand, $\varepsilon_d\le1+|d|$. Let $R=1+8t/K$. If $|d|\ge R$, then $K|d|\ge8t$ and $|d|\ge1$, so $Kd^2\ge8t|d|\ge4t(1+|d|)$. Hence $\mathcal E(d)\ge0\ge\mathcal E(0)$, which is `hfar`. On $[-R,R]$ the continuous function $\mathcal E$ attains a minimum at some $x$, and by `hfar` this minimum is global. Small dimerizations already lie below $\mathcal E(0)$, so $x\ne0$. Because $\mathcal E$ depends only on $d^2$, $d_0=|x|$ and $-d_0$ both attain the minimum.

## Six sites

```lean
/-- For the ring of six sites the critical stiffness is `2 t`. -/
theorem criticalStiffness_six_ring (t : ℝ) : criticalStiffness t 3 = 2 * t := by
  have h0 : Real.cos (momentum 3 0) = 1 := by simp [momentum]
  have h1 : Real.cos (momentum 3 1) = 1 / 2 := by
    rw [show momentum 3 1 = π / 3 by unfold momentum; push_cast; ring,
      Real.cos_pi_div_three]
  have h2 : Real.cos (momentum 3 2) = -(1 / 2) := by
    rw [show momentum 3 2 = π - π / 3 by unfold momentum; push_cast; ring,
      Real.cos_pi_sub, Real.cos_pi_div_three]
  have ha : |(1 / 2 : ℝ)| = 1 / 2 := abs_of_pos (by norm_num)
  unfold criticalStiffness
  simp only [Finset.sum_range_succ, Finset.sum_range_zero, Real.sin_sq, h0, h1, h2,
    abs_neg, abs_one, ha]
  push_cast
  ring

end

end PeierlsThreshold
```

For $N=3$ the cosines are $1,\tfrac12,-\tfrac12$ and the squared sines are $0,\tfrac34,\tfrac34$. The sum is $0+\tfrac32+\tfrac32=3$, so $K_c=\frac{2t}{3}\cdot3=2t$.

Take $t=1$ and $K=1.6$, below the threshold 2. With $w=\sqrt{1+3d^2}$ the energy becomes
$$\mathcal E=-4-4w+1.6\,(w^2-1),$$
which is smallest at $w=4/3.2=1.25$. This gives $d^2=0.1875$, so $d_0\approx0.433$, and the hoppings are about 1.433 and 0.567. The energy is $-8.1$, against $-8$ for the uniform ring. The energy identity agrees: $S(d_0)=16/9$, and $3\cdot0.1875\cdot(1.6-16/9)=-0.1$.

```lean
#print axioms PeierlsThreshold.bloch_characteristic
#print axioms PeierlsThreshold.peierls_threshold
#print axioms PeierlsThreshold.dimerized_ground_states
#print axioms PeierlsThreshold.criticalStiffness_six_ring
```

```
'PeierlsThreshold.bloch_characteristic' depends on axioms: [propext, Classical.choice, Quot.sound]
'PeierlsThreshold.peierls_threshold' depends on axioms: [propext, Classical.choice, Quot.sound]
'PeierlsThreshold.dimerized_ground_states' depends on axioms: [propext, Classical.choice, Quot.sound]
'PeierlsThreshold.criticalStiffness_six_ring' depends on axioms: [propext, Classical.choice, Quot.sound]
```
